# Modulo reciprocal lattice vectors, the sixfold map of a two-dimensional hexagonal lattice gives K a star of two points and M one of three, and its square takes every point of an N × N grid half-shifted along both axes off that grid

**Q:** Is a k-vector here a pair of real numbers, or a class modulo reciprocal lattice vectors? The map \(R(h,k)=(h+k,-h)\) sends \((1/3,1/3)\) to \((2/3,-1/3)\), which as a pair is not \((2/3,2/3)\).

**A:** It is a class. Each reduced coordinate lives on the circle \(\mathbb R/\mathbb Z\), called `UnitAddCircle`, so the zone is a torus.

```lean
import Mathlib

open Function

namespace HexagonalStar

noncomputable section

/-- The two-dimensional Brillouin zone in reduced coordinates: k-vectors modulo `ℤ²`. -/
abbrev Torus := UnitAddCircle × UnitAddCircle

/-- The k-point with reduced coordinates `(h, k)`, taken modulo `ℤ²`. -/
def kpt (h k : ℝ) : Torus := ((h : UnitAddCircle), (k : UnitAddCircle))
```

**Q:** Where is the hexagonal lattice? I see no angle.

**A:** The angle enters through the basis. For reciprocal vectors \(b_1,b_2\) of equal length at 60°, \(R\) sends \(b_2\) to \(b_1\) and \(b_1\) to \(b_1-b_2\), which is a 60° rotation. Its coefficients are integers, so it acts on classes.

```lean
/-- The sixfold map `(h, k) ↦ (h + k, -h)` on k-points modulo `ℤ²`. -/
def rot (p : Torus) : Torus := (p.1 + p.2, -p.1)
```

**Q:** And the star and the grid?

**A:** The star is the set of all \(R^n p\), with `rot^[n]` for the \(n\)-th iterate. Only rotations are used, no mirrors. The grid has the same number \(N\) of divisions along both axes and a shift \((s,t)\), measured in grid steps.

```lean
/-- The star of a k-point: all its images under powers of the sixfold map. -/
def kStar (p : Torus) : Set Torus := {q | ∃ n : ℕ, rot^[n] p = q}

/-- The grid with `N` divisions and shift `(s, t)`: the k-points
`((a + s)/N, (b + t)/N)` with integer `a`, `b`. -/
def grid (N : ℕ) (s t : ℝ) : Set Torus :=
  {p | ∃ a b : ℤ, p = kpt (((a : ℝ) + s) / (N : ℝ)) (((b : ℝ) + t) / (N : ℝ))}
```

The special points get names.

```lean
/-- The point `Γ = (0, 0)`. -/
def Gamma : Torus := kpt 0 0

/-- The point `K = (1/3, 1/3)`. -/
def K : Torus := kpt (1 / 3) (1 / 3)

/-- The point `K' = (2/3, 2/3)`. -/
def K' : Torus := kpt (2 / 3) (2 / 3)

/-- The point `M = (1/2, 0)`. -/
def M : Torus := kpt (1 / 2) 0

/-- The point `M' = (1/2, 1/2)`. -/
def M' : Torus := kpt (1 / 2) (1 / 2)

/-- The point `M'' = (0, 1/2)`. -/
def M'' : Torus := kpt 0 (1 / 2)
```

**Q:** How do you decide whether two labels mean the same point?

**A:** Their coordinates must differ by integers. `kpt_eq_iff` derives this from equality in the quotient group, and `exists_kpt` gives every point real coordinates.

```lean
/-- Two pairs of reduced coordinates give the same k-point exactly when both
coordinates differ by integers. -/
theorem kpt_eq_iff (h k h' k' : ℝ) :
    kpt h k = kpt h' k' ↔ (∃ m : ℤ, h - h' = m) ∧ (∃ n : ℤ, k - k' = n) := by
  have key : ∀ x y : ℝ,
      (x : UnitAddCircle) = (y : UnitAddCircle) ↔ ∃ n : ℤ, x - y = n := by
    intro x y
    have e : (x : UnitAddCircle) = (y : UnitAddCircle) ↔
        -x + y ∈ AddSubgroup.zmultiples (1 : ℝ) := QuotientAddGroup.eq
    rw [e, AddSubgroup.mem_zmultiples_iff]
    constructor
    · rintro ⟨n, hn⟩
      rw [zsmul_eq_mul, mul_one] at hn
      refine ⟨-n, ?_⟩
      push_cast
      linarith
    · rintro ⟨n, hn⟩
      refine ⟨-n, ?_⟩
      rw [zsmul_eq_mul, mul_one]
      push_cast
      linarith
  exact Prod.ext_iff.trans (and_congr (key h h') (key k k'))

/-- Every point of the zone has real reduced coordinates. -/
theorem exists_kpt (p : Torus) : ∃ h k : ℝ, p = kpt h k := by
  obtain ⟨x, y⟩ := p
  obtain ⟨h, rfl⟩ := QuotientAddGroup.mk_surjective x
  obtain ⟨k, rfl⟩ := QuotientAddGroup.mk_surjective y
  exact ⟨h, k, rfl⟩
```

**Q:** Is the map really of order six?

**A:** Apply it repeatedly:
\[
R^2(h,k)=(k,-h-k),\qquad R^3(h,k)=(-h,-k),\qquad R^6=1.
\]
In the proof, `abel` does the cancellations, and the sixth power is the cube applied twice.

```lean
/-- The sixfold map sends the k-point `(h, k)` to the k-point `(h + k, -h)`. -/
theorem rot_kpt (h k : ℝ) : rot (kpt h k) = kpt (h + k) (-h) := by
  rfl

/-- The square of the map is `(h, k) ↦ (k, -h - k)`, its cube is `p ↦ -p`, and its
sixth power is the identity. -/
theorem rot_iterate (p : Torus) :
    rot^[2] p = (p.2, -p.1 - p.2) ∧ rot^[3] p = -p ∧ rot^[6] p = p := by
  have h3 : ∀ q : Torus, rot^[3] q = -q := by
    intro q
    show rot (rot (rot q)) = -q
    refine Prod.ext ?_ ?_
    · show (q.1 + q.2 + -q.1) + -(q.1 + q.2) = -q.1
      abel
    · show -(q.1 + q.2 + -q.1) = -q.2
      abel
  refine ⟨?_, h3 p, ?_⟩
  · show rot (rot p) = _
    refine Prod.ext ?_ ?_
    · show p.1 + p.2 + -p.1 = p.2
      abel
    · show -(p.1 + p.2) = -p.1 - p.2
      abel
  · have e : rot^[6] p = rot^[3] (rot^[3] p) := iterate_add_apply rot 3 3 p
    rw [e, h3, h3, neg_neg]
```

**Q:** Then why doesn't K have six images?

**A:** Because some images coincide modulo \(\mathbb Z^2\). With \(K'=(2/3,2/3)\),
\[
RK=(2/3,-1/3)\equiv K',\qquad RK'=(4/3,-2/3)\equiv K.
\]
The two points differ by \(1/3\) in each coordinate, so they are distinct. The proof supplies the integer differences, shows by induction on \(n\) that no iterate leaves the pair, and lets `omega` reject \(3m+1=0\).

```lean
/-- The star of `K` is `{K, K'}` and has two points. -/
theorem star_K : kStar K = {K, K'} ∧ (kStar K).ncard = 2 := by
  -- the cycle K → K' → K
  have h1 : rot K = K' := by
    unfold K K'
    rw [rot_kpt, kpt_eq_iff]
    exact ⟨⟨0, by norm_num⟩, ⟨-1, by norm_num⟩⟩
  have h2 : rot K' = K := by
    unfold K K'
    rw [rot_kpt, kpt_eq_iff]
    exact ⟨⟨1, by norm_num⟩, ⟨-1, by norm_num⟩⟩
  have hne : K ≠ K' := by
    intro e
    unfold K K' at e
    rw [kpt_eq_iff] at e
    obtain ⟨⟨m, hm⟩, -⟩ := e
    have e1 : 3 * (m : ℝ) + 1 = 0 := by linarith
    have e2 : 3 * m + 1 = 0 := by exact_mod_cast e1
    omega
  have hs : kStar K = {K, K'} := by
    apply Set.Subset.antisymm
    · rintro q ⟨n, rfl⟩
      induction n with
      | zero => simp
      | succ n ih =>
        rw [iterate_succ_apply']
        simp only [Set.mem_insert_iff, Set.mem_singleton_iff] at ih ⊢
        rcases ih with h | h
        · exact Or.inr (by rw [h, h1])
        · exact Or.inl (by rw [h, h2])
    · intro q hq
      simp only [Set.mem_insert_iff, Set.mem_singleton_iff] at hq
      rcases hq with rfl | rfl
      · exact ⟨0, rfl⟩
      · exact ⟨1, h1⟩
  refine ⟨hs, ?_⟩
  rw [hs]
  exact Set.ncard_pair hne
```

For M the cycle is
\[
(1/2,0)\to(1/2,-1/2)\equiv(1/2,1/2)\to(1,-1/2)\equiv(0,1/2)\to(1/2,0).
\]
These three points differ by halves in at least one coordinate. The proof has the same structure.

```lean
/-- The star of `M` is `{M, M', M''}` and has three points. -/
theorem star_M : kStar M = {M, M', M''} ∧ (kStar M).ncard = 3 := by
  -- the cycle M → M' → M'' → M
  have h1 : rot M = M' := by
    unfold M M'
    rw [rot_kpt, kpt_eq_iff]
    exact ⟨⟨0, by norm_num⟩, ⟨-1, by norm_num⟩⟩
  have h2 : rot M' = M'' := by
    unfold M' M''
    rw [rot_kpt, kpt_eq_iff]
    exact ⟨⟨1, by norm_num⟩, ⟨-1, by norm_num⟩⟩
  have h3 : rot M'' = M := by
    unfold M M''
    rw [rot_kpt, kpt_eq_iff]
    exact ⟨⟨0, by norm_num⟩, ⟨0, by norm_num⟩⟩
  have n12 : M ≠ M' := by
    intro e
    unfold M M' at e
    rw [kpt_eq_iff] at e
    obtain ⟨-, ⟨m, hm⟩⟩ := e
    have e1 : 2 * (m : ℝ) + 1 = 0 := by linarith
    have e2 : 2 * m + 1 = 0 := by exact_mod_cast e1
    omega
  have n13 : M ≠ M'' := by
    intro e
    unfold M M'' at e
    rw [kpt_eq_iff] at e
    obtain ⟨⟨m, hm⟩, -⟩ := e
    have e1 : 2 * (m : ℝ) = 1 := by linarith
    have e2 : 2 * m = 1 := by exact_mod_cast e1
    omega
  have n23 : M' ≠ M'' := by
    intro e
    unfold M' M'' at e
    rw [kpt_eq_iff] at e
    obtain ⟨⟨m, hm⟩, -⟩ := e
    have e1 : 2 * (m : ℝ) = 1 := by linarith
    have e2 : 2 * m = 1 := by exact_mod_cast e1
    omega
  have hs : kStar M = {M, M', M''} := by
    apply Set.Subset.antisymm
    · rintro q ⟨n, rfl⟩
      induction n with
      | zero => simp
      | succ n ih =>
        rw [iterate_succ_apply']
        simp only [Set.mem_insert_iff, Set.mem_singleton_iff] at ih ⊢
        rcases ih with h | h | h
        · exact Or.inr (Or.inl (by rw [h, h1]))
        · exact Or.inr (Or.inr (by rw [h, h2]))
        · exact Or.inl (by rw [h, h3])
    · intro q hq
      simp only [Set.mem_insert_iff, Set.mem_singleton_iff] at hq
      rcases hq with rfl | rfl | rfl
      · exact ⟨0, rfl⟩
      · exact ⟨1, h1⟩
      · refine ⟨2, ?_⟩
        show rot (rot M) = M''
        rw [h1, h2]
  exact ⟨hs, Set.ncard_eq_three.2 ⟨M, M', M'', n12, n13, n23, hs⟩⟩
```

**Q:** The grid claim covers every \(N\). Surely that needs a search over grid points?

**A:** No, it reduces to the fixed points of \(R^2\). If \(R^2(h,k)\equiv(h,k)\), then \(k-h=m\) and \(-h-2k=n\) are integers, so \(3h=-n-2m\). Writing \(-n-2m=3q+r\) with \(r=0,1,2\) gives \(h=q+r/3\) and \(k=h+m\), hence \(\Gamma\), \(K\) or \(K'\). The Lean proof splits on the same remainder, and checks the converse with explicit integers.

```lean
/-- The k-points fixed by the square of the sixfold map are exactly `Γ`, `K` and `K'`. -/
theorem rot_sq_fixed_iff (p : Torus) :
    rot^[2] p = p ↔ p = Gamma ∨ p = K ∨ p = K' := by
  obtain ⟨h, k, rfl⟩ := exists_kpt p
  have e : rot^[2] (kpt h k) = kpt k (-h - k) := by
    show rot (rot (kpt h k)) = _
    rw [rot_kpt, rot_kpt, kpt_eq_iff]
    exact ⟨⟨0, by push_cast; ring⟩, ⟨0, by push_cast; ring⟩⟩
  rw [e]
  unfold Gamma K K'
  simp only [kpt_eq_iff]
  constructor
  · rintro ⟨⟨m, hm⟩, ⟨n, hn⟩⟩
    -- here k = h + m and 3h = -n - 2m; split by the residue modulo 3
    obtain ⟨q, hq⟩ : ∃ q : ℤ, -n - 2 * m = 3 * q ∨ -n - 2 * m = 3 * q + 1 ∨
        -n - 2 * m = 3 * q + 2 := ⟨(-n - 2 * m) / 3, by omega⟩
    rcases hq with hq | hq | hq
    · have hq' : -(n : ℝ) - 2 * (m : ℝ) = 3 * (q : ℝ) := by exact_mod_cast hq
      exact Or.inl ⟨⟨q, by linarith⟩, ⟨q + m, by push_cast; linarith⟩⟩
    · have hq' : -(n : ℝ) - 2 * (m : ℝ) = 3 * (q : ℝ) + 1 := by exact_mod_cast hq
      exact Or.inr (Or.inl ⟨⟨q, by linarith⟩, ⟨q + m, by push_cast; linarith⟩⟩)
    · have hq' : -(n : ℝ) - 2 * (m : ℝ) = 3 * (q : ℝ) + 2 := by exact_mod_cast hq
      exact Or.inr (Or.inr ⟨⟨q, by linarith⟩, ⟨q + m, by push_cast; linarith⟩⟩)
  · rintro (⟨⟨a, ha⟩, ⟨b, hb⟩⟩ | ⟨⟨a, ha⟩, ⟨b, hb⟩⟩ | ⟨⟨a, ha⟩, ⟨b, hb⟩⟩)
    · exact ⟨⟨b - a, by push_cast; linarith⟩, ⟨-a - 2 * b, by push_cast; linarith⟩⟩
    · exact ⟨⟨b - a, by push_cast; linarith⟩, ⟨-a - 2 * b - 1, by push_cast; linarith⟩⟩
    · exact ⟨⟨b - a, by push_cast; linarith⟩, ⟨-a - 2 * b - 2, by push_cast; linarith⟩⟩
```

**Q:** How does the grid enter?

**A:** Multiply by \(N\). If \(h=(a+s)/N\), then \(Nh=s+a\equiv s\); conversely, \(Nh=s+a\) can be divided by \(N\). The same holds for \(k\), so \(p\) is on the grid exactly when \(Np\equiv(s,t)\).

```lean
/-- A k-point lies on the grid with `N ≠ 0` divisions and shift `(s, t)` exactly when
`N` times the point equals `(s, t)` modulo `ℤ²`. -/
theorem mem_grid_iff {N : ℕ} (hN : N ≠ 0) (s t : ℝ) (p : Torus) :
    p ∈ grid N s t ↔ N • p = kpt s t := by
  have hN' : (N : ℝ) ≠ 0 := Nat.cast_ne_zero.2 hN
  have hs : ∀ h k : ℝ, N • kpt h k = kpt ((N : ℝ) * h) ((N : ℝ) * k) := by
    intro h k
    have e : N • kpt h k = kpt (N • h) (N • k) := by
      rfl
    rw [e, nsmul_eq_mul, nsmul_eq_mul]
  have hc : ∀ x : ℝ, (N : ℝ) * (x / (N : ℝ)) = x := by
    intro x
    field_simp
  constructor
  · rintro ⟨a, b, rfl⟩
    rw [hs, hc, hc, kpt_eq_iff]
    exact ⟨⟨a, by ring⟩, ⟨b, by ring⟩⟩
  · intro hp
    obtain ⟨h, k, rfl⟩ := exists_kpt p
    rw [hs, kpt_eq_iff] at hp
    obtain ⟨⟨a, ha⟩, ⟨b, hb⟩⟩ := hp
    have e1 : h = ((a : ℝ) + s) / (N : ℝ) := by
      rw [eq_div_iff hN']
      linarith
    have e2 : k = ((b : ℝ) + t) / (N : ℝ) := by
      rw [eq_div_iff hN']
      linarith
    exact ⟨a, b, congrArg₂ kpt e1 e2⟩
```

Since \(R\) is additive, a grid point \(p\) satisfies
\[
N\,R^n p=R^n(Np)\equiv R^n(s,t).
\]
Thus \(R^n p\) is on the grid exactly when \(R^n\) fixes the shift. Induction on the power proves the commutation in Lean.

```lean
/-- For `N ≠ 0`, the `n`-th power of the sixfold map sends a point of a shifted grid into that grid
exactly when it fixes the shift `(s, t)` modulo `ℤ²`. -/
theorem rot_iterate_mem_grid_iff {N : ℕ} (hN : N ≠ 0) {s t : ℝ} {p : Torus}
    (hp : p ∈ grid N s t) (n : ℕ) :
    rot^[n] p ∈ grid N s t ↔ rot^[n] (kpt s t) = kpt s t := by
  -- the map commutes with multiplication by N
  have h1 : ∀ q : Torus, rot (N • q) = N • rot q := fun q =>
    Prod.ext (by simp [rot, smul_add]) (by simp [rot])
  have hc : ∀ m : ℕ, rot^[m] (N • p) = N • rot^[m] p := by
    intro m
    induction m with
    | zero => rfl
    | succ m ih => rw [iterate_succ_apply', iterate_succ_apply', ih, h1]
  have hp' : N • p = kpt s t := (mem_grid_iff hN s t p).1 hp
  rw [mem_grid_iff hN, ← hc n, hp']
```

For \(n=2\), the fixed-point list finishes the argument.

```lean
/-- For `N ≠ 0`, the square of the sixfold map sends a point of a shifted grid into that grid exactly
when the shift is `Γ`, `K` or `K'` modulo `ℤ²`. -/
theorem rot_sq_mem_grid_iff {N : ℕ} (hN : N ≠ 0) {s t : ℝ} {p : Torus}
    (hp : p ∈ grid N s t) :
    rot^[2] p ∈ grid N s t ↔ kpt s t = Gamma ∨ kpt s t = K ∨ kpt s t = K' :=
  (rot_iterate_mem_grid_iff hN hp 2).trans (rot_sq_fixed_iff _)
```

**Q:** So the half shift fails because \((1/2,1/2)\) is not on that list?

**A:** Yes. The proof compares it with each of the three points and finds a non-integer difference every time. For \(N=1\) the grid is the single point \(M'=(1/2,1/2)\), and \(R^2M'=M\) is off it. The hypothesis \(N\neq0\) is needed: Lean sets \(x/0=0\), so for \(N=0\) the "grid" would be \(\{\Gamma\}\), which \(R^2\) preserves.

```lean
/-- For `N ≠ 0`, the square of the sixfold map never sends a point `((a + 1/2)/N, (b + 1/2)/N)` into
the half-shifted grid. -/
theorem rot_sq_not_mem_half_grid {N : ℕ} (hN : N ≠ 0) (a b : ℤ) :
    rot^[2] (kpt (((a : ℝ) + 1 / 2) / (N : ℝ)) (((b : ℝ) + 1 / 2) / (N : ℝ))) ∉
      grid N (1 / 2) (1 / 2) := by
  intro hmem
  have hp : kpt (((a : ℝ) + 1 / 2) / (N : ℝ)) (((b : ℝ) + 1 / 2) / (N : ℝ)) ∈
      grid N (1 / 2) (1 / 2) := ⟨a, b, rfl⟩
  have h := (rot_sq_mem_grid_iff hN hp).1 hmem
  -- the shift (1/2, 1/2) is none of Γ, K, K'
  unfold Gamma K K' at h
  rw [kpt_eq_iff, kpt_eq_iff, kpt_eq_iff] at h
  rcases h with ⟨⟨m, hm⟩, -⟩ | ⟨⟨m, hm⟩, -⟩ | ⟨⟨m, hm⟩, -⟩
  · have e1 : 2 * (m : ℝ) = 1 := by linarith
    have e2 : 2 * m = 1 := by exact_mod_cast e1
    omega
  · have e1 : 6 * (m : ℝ) = 1 := by linarith
    have e2 : 6 * m = 1 := by exact_mod_cast e1
    omega
  · have e1 : 6 * (m : ℝ) + 1 = 0 := by linarith
    have e2 : 6 * m + 1 = 0 := by exact_mod_cast e1
    omega
```

**Q:** Do any rotations survive?

**A:** Those with \(3\mid n\), that is, the identity and inversion. The shift is \(M'\), which returns after three steps and not after one or two; the proof writes \(n=3q+r\) and removes the full cycles.

```lean
/-- For `N ≠ 0`, the `n`-th power of the sixfold map sends a point of the half-shifted grid into that
grid exactly when `3` divides `n`. -/
theorem rot_iterate_mem_half_grid_iff {N : ℕ} (hN : N ≠ 0) {p : Torus}
    (hp : p ∈ grid N (1 / 2) (1 / 2)) (n : ℕ) :
    rot^[n] p ∈ grid N (1 / 2) (1 / 2) ↔ 3 ∣ n := by
  rw [rot_iterate_mem_grid_iff hN hp]
  -- the shift (1/2, 1/2) returns after three steps and not earlier
  have h3 : rot^[3] (kpt (1 / 2) (1 / 2)) = kpt (1 / 2) (1 / 2) := by
    show rot (rot (rot (kpt (1 / 2) (1 / 2)))) = _
    rw [rot_kpt, rot_kpt, rot_kpt, kpt_eq_iff]
    exact ⟨⟨-1, by norm_num⟩, ⟨-1, by norm_num⟩⟩
  have hq : ∀ q : ℕ, rot^[3 * q] (kpt (1 / 2) (1 / 2)) = kpt (1 / 2) (1 / 2) := by
    intro q
    induction q with
    | zero => rfl
    | succ q ih =>
      have e : 3 * (q + 1) = 3 * q + 3 := by ring
      rw [e, iterate_add_apply, h3, ih]
  have h1 : rot^[1] (kpt (1 / 2) (1 / 2)) ≠ kpt (1 / 2) (1 / 2) := by
    show rot (kpt (1 / 2) (1 / 2)) ≠ kpt (1 / 2) (1 / 2)
    intro e
    rw [rot_kpt, kpt_eq_iff] at e
    obtain ⟨⟨m, hm⟩, -⟩ := e
    have e1 : 2 * (m : ℝ) = 1 := by linarith
    have e2 : 2 * m = 1 := by exact_mod_cast e1
    omega
  have h2 : rot^[2] (kpt (1 / 2) (1 / 2)) ≠ kpt (1 / 2) (1 / 2) := by
    show rot (rot (kpt (1 / 2) (1 / 2))) ≠ kpt (1 / 2) (1 / 2)
    intro e
    rw [rot_kpt, rot_kpt, kpt_eq_iff] at e
    obtain ⟨-, ⟨m, hm⟩⟩ := e
    have e1 : 2 * (m : ℝ) + 3 = 0 := by linarith
    have e2 : 2 * m + 3 = 0 := by exact_mod_cast e1
    omega
  constructor
  · intro h
    obtain ⟨q, hq'⟩ : ∃ q : ℕ, n = 3 * q ∨ n = 1 + 3 * q ∨ n = 2 + 3 * q :=
      ⟨n / 3, by omega⟩
    rcases hq' with rfl | rfl | rfl
    · exact ⟨q, rfl⟩
    · rw [iterate_add_apply, hq] at h
      exact absurd h h1
    · rw [iterate_add_apply, hq] at h
      exact absurd h h2
  · rintro ⟨q, rfl⟩
    exact hq q

end

end HexagonalStar
```

**Q:** What does this mean for a band-structure calculation?

**A:** On a two-dimensional hexagonal grid with equal divisions and a half shift along both axes, 120° rotations cannot be used to group the sampled k-points into symmetry-equivalent sets, because each image falls outside the sample. The theorems concern the positions of the points, not the size of any integration error.

```lean
#print axioms HexagonalStar.star_K
#print axioms HexagonalStar.star_M
#print axioms HexagonalStar.rot_sq_not_mem_half_grid
#print axioms HexagonalStar.rot_iterate_mem_half_grid_iff
```

```
'HexagonalStar.star_K' depends on axioms: [propext, Classical.choice, Quot.sound]
'HexagonalStar.star_M' depends on axioms: [propext, Classical.choice, Quot.sound]
'HexagonalStar.rot_sq_not_mem_half_grid' depends on axioms: [propext, Classical.choice, Quot.sound]
'HexagonalStar.rot_iterate_mem_half_grid_iff' depends on axioms: [propext, Classical.choice, Quot.sound]
```
